# An eigenstate at distance $g$ from the minority levels has minority weight at most $s^2/(s^2+g^2)$ under spin-flip coupling of norm at most $s$

Suppose that a calculation without spin-orbit coupling has found a half-metal: the Fermi energy cuts majority bands and lies in a gap of the minority bands. Spin-orbit coupling then mixes the spins, and one wants to know how much minority character a state at the Fermi energy can acquire. At a fixed $k$-point this can be estimated before the full matrix is diagonalised.

1. Write the Hamiltonian in an orthonormal basis, ordered by spin. If muffin-tin orbitals have a spin-diagonal overlap matrix, orthogonalise each spin channel separately. Call the majority block $A$, the minority block $D$ and the spin-flip block $X$. The spin-diagonal part of the spin-orbit coupling belongs in $A$ and $D$.
2. Diagonalise $D$ and take $g$ as the distance from the Fermi energy to the nearest minority level. If spin-orbit coupling shifts the Fermi energy, measure $g$ from the shifted value, or subtract an upper bound on the size of the shift. The resulting $g$ must be positive.
3. Take $s$ as the largest singular value of $X$.

Any normalised eigenstate of the full matrix at the Fermi energy then has minority weight at most $s^2/(s^2+g^2)$. With the illustrative values $s=0.05$ eV and $g=0.5$ eV this is about 0.0099. The model is a finite one-electron matrix with given blocks, so many-body effects and changes of the self-consistent potential enter only as far as the blocks already contain them.

```lean
import Mathlib

open Matrix
open scoped Matrix.Norms.L2Operator

namespace HalfMetalLeakage

noncomputable section

variable {m n : Type*} [Fintype m] [Fintype n]
```

The index types `m` and `n` label the majority and minority basis functions. They are finite and may differ in size. The vectors $u$ and $d$ hold the two sets of amplitudes, and the weight of a component is $\|v\|^2=\sum_i|v_i|^2$.

```lean
/-- The weight of a spin component: the sum of the squared moduli of its amplitudes. -/
def weight {k : Type*} [Fintype k] (v : k → ℂ) : ℝ := ∑ i, ‖v i‖ ^ 2
```

The full Hamiltonian is
$$H=\begin{pmatrix}A&X\\X^\dagger&D\end{pmatrix},$$
where $X^\dagger$ is Lean's `Xᴴ`.

```lean
/-- The Hamiltonian with majority block `A`, minority block `D` and spin-orbit coupling `X`
between the two spin channels. -/
def spinHamiltonian (A : Matrix m m ℂ) (X : Matrix m n ℂ) (D : Matrix n n ℂ) :
    Matrix (m ⊕ n) (m ⊕ n) ℂ :=
  Matrix.fromBlocks A X Xᴴ D
```

The next lemma identifies `weight` with the squared Euclidean norm, which gives access to orthonormal bases and operator norms.

```lean
/-- The weight is the squared Euclidean norm. -/
theorem weight_eq_norm_sq {k : Type*} [Fintype k] (v : k → ℂ) :
    weight v = ‖(WithLp.toLp 2 v : EuclideanSpace ℂ k)‖ ^ 2 :=
  (EuclideanSpace.norm_sq_eq _).symm
```

## The state is stationary: $H(u,d)=E(u,d)$

The hypothesis `h` says that the stacked vector `Sum.elim u d` is an eigenvector of $H$ at the real energy $E$. Its two rows are
$$Au+Xd=Eu,\qquad X^\dagger u+Dd=Ed.$$
The lower row rearranges to
$$(E-D)d=X^\dagger u,$$
so the minority component is driven by the majority component through the coupling. The proof splits the block product, reads off the row `Sum.inr i` and rearranges it with `linear_combination`.

```lean
/-- In an eigenstate of energy `E` the minority component `d` is driven by the majority
component `u` through the spin-orbit coupling: `(E - D) d = Xᴴ u`. -/
theorem minority_equation {A : Matrix m m ℂ} {X : Matrix m n ℂ} {D : Matrix n n ℂ}
    {u : m → ℂ} {d : n → ℂ} {E : ℝ}
    (h : spinHamiltonian A X D *ᵥ Sum.elim u d = (E : ℂ) • Sum.elim u d) :
    (E : ℂ) • d - D *ᵥ d = Xᴴ *ᵥ u := by
  rw [spinHamiltonian, Matrix.fromBlocks_mulVec, Sum.elim_comp_inl, Sum.elim_comp_inr] at h
  funext i
  have hi := congrFun h (Sum.inr i)
  simp only [Sum.elim_inr, Pi.add_apply, Pi.smul_apply, smul_eq_mul] at hi
  simp only [Pi.sub_apply, Pi.smul_apply, smul_eq_mul]
  linear_combination -hi
```

The upper row is never used. This is why $A$ need not be Hermitian in the theorems, although it is in the physical problem. With no eigenvalue equation at all, the bound fails for a purely minority unit vector, whose weight is 1.

## The minority block is Hermitian and its levels stay away from $E$

The hypothesis `hD` makes $D$ an ordinary Hamiltonian with real levels $\mu_i$ and an orthonormal eigenbasis $v_i$. The hypothesis `hgap` says that $|E-\mu|\ge g$ for every $\mu$ in `spectrum ℝ D`, which is the half-metallic gap as seen from $E$. Here $E$ is the energy of the state with spin-orbit coupling included.

Since $D$ is Hermitian,
$$\langle v_i,(E-D)d\rangle=(E-\mu_i)\langle v_i,d\rangle.$$
Summing the squared moduli gives
$$\|(E-D)d\|^2=\sum_i|E-\mu_i|^2\,|\langle v_i,d\rangle|^2\ \ge\ g^2\sum_i|\langle v_i,d\rangle|^2=g^2\|d\|^2.$$

In the proof, `key` is the first of these identities. It is obtained by letting $D$ act to the left on the conjugated eigenvector, which is the step `hb`. The rewrites with `sum_sq_norm_inner_right` expand both norms in the eigenbasis, and `Finset.sum_le_sum` compares them term by term.

```lean
variable [DecidableEq m] [DecidableEq n]

/-- If `E` lies at distance at least `g ≥ 0` from the spectrum of the Hermitian block `D`, then
`E - D` stretches every vector by a factor of at least `g`. -/
theorem gap_bound {D : Matrix n n ℂ} (hD : D.IsHermitian) {E g : ℝ} (hg : 0 ≤ g)
    (hgap : ∀ μ ∈ spectrum ℝ D, g ≤ |E - μ|) (d : n → ℂ) :
    g ^ 2 * weight d ≤ weight ((E : ℂ) • d - D *ᵥ d) := by
  -- in the eigenbasis of `D`, the operator `E - D` multiplies each amplitude by `E - μ`
  have key : ∀ i, inner ℂ (hD.eigenvectorBasis i)
        (WithLp.toLp 2 ((E : ℂ) • d - D *ᵥ d) : EuclideanSpace ℂ n) =
      ((E - hD.eigenvalues i : ℝ) : ℂ) *
        inner ℂ (hD.eigenvectorBasis i) (WithLp.toLp 2 d : EuclideanSpace ℂ n) := by
    intro i
    have hin : ∀ v : n → ℂ,
        inner ℂ (hD.eigenvectorBasis i) (WithLp.toLp 2 v : EuclideanSpace ℂ n) =
          star (hD.eigenvectorBasis i).ofLp ⬝ᵥ v := fun v => by
      rw [EuclideanSpace.inner_eq_star_dotProduct, dotProduct_comm]
    have hb : star (hD.eigenvectorBasis i).ofLp ᵥ* D =
        (hD.eigenvalues i : ℂ) • star (hD.eigenvectorBasis i).ofLp := by
      have h := congrArg star (hD.mulVec_eigenvectorBasis i)
      rw [Matrix.star_mulVec, hD.eq] at h
      rw [h]
      ext j
      simp
    rw [hin, hin, dotProduct_sub, dotProduct_smul, Matrix.dotProduct_mulVec, hb,
      smul_dotProduct]
    simp only [smul_eq_mul]
    push_cast
    ring
  rw [weight_eq_norm_sq, weight_eq_norm_sq,
    ← hD.eigenvectorBasis.sum_sq_norm_inner_right (WithLp.toLp 2 d),
    ← hD.eigenvectorBasis.sum_sq_norm_inner_right (WithLp.toLp 2 ((E : ℂ) • d - D *ᵥ d)),
    Finset.mul_sum]
  refine Finset.sum_le_sum fun i _ => ?_
  rw [key, norm_mul, mul_pow, Complex.norm_real, Real.norm_eq_abs]
  exact mul_le_mul_of_nonneg_right
    (pow_le_pow_left₀ hg (hgap _ (hD.eigenvalues_mem_spectrum_real i)) 2) (sq_nonneg _)
```

Real eigenvalues of $D$ alone would not suffice. Take
$$D=\begin{pmatrix}0&t\\0&0\end{pmatrix},\qquad X=(0,\,s),\qquad A=g-\frac{s^2}{g},\qquad E=g,$$
with $s,t,g>0$. The only eigenvalue of $D$ is 0, at distance $g$. The lower row gives $d=(su/g)\,(t/g,\,1)$, and the upper row holds as well. Then
$$\frac{\|d\|^2}{\|u\|^2}=\frac{s^2}{g^2}\left(1+\frac{t^2}{g^2}\right),$$
which is more than the $s^2/g^2$ that the bound allows.

The gap matters too. If $X=0$ and $E$ is itself a minority level, the corresponding minority eigenstate has weight 1. The sign condition `hg` keeps `hgap` meaningful: a negative $g$ would satisfy it trivially, while $g^2$ would still enter the bound.

## The spin-flip coupling has norm at most $s$

In `hX`, the expression `‖X‖` is the Euclidean operator norm, that is, the largest singular value. It limits how strongly spin-orbit coupling can convert any majority vector into a minority one. Since $X$ and $X^\dagger$ have the same norm,
$$\|X^\dagger u\|^2\le\|X\|^2\|u\|^2\le s^2\|u\|^2.$$
The proof makes the same exchange with `l2_opNorm_conjTranspose`, applies the operator-norm inequality and squares the result.

```lean
/-- If the spin-orbit coupling `X` has operator norm at most `s`, then the weight of the vector
`Xᴴ u` is at most `s ^ 2` times the weight of `u`. -/
theorem coupling_bound {X : Matrix m n ℂ} {s : ℝ} (hX : ‖X‖ ≤ s) (u : m → ℂ) :
    weight (Xᴴ *ᵥ u) ≤ s ^ 2 * weight u := by
  have h : ‖(WithLp.toLp 2 (Xᴴ *ᵥ u) : EuclideanSpace ℂ n)‖ ≤
      ‖X‖ * ‖(WithLp.toLp 2 u : EuclideanSpace ℂ m)‖ := by
    rw [← Matrix.l2_opNorm_conjTranspose X]
    exact Matrix.l2_opNorm_mulVec Xᴴ (WithLp.toLp 2 u)
  rw [weight_eq_norm_sq, weight_eq_norm_sq, ← mul_pow]
  exact pow_le_pow_left₀ (norm_nonneg _)
    (h.trans (mul_le_mul_of_nonneg_right hX (norm_nonneg _))) 2
```

A bound on the individual matrix elements is not enough. Let one majority orbital couple with strength $s>0$ to each of two minority orbitals at energy 0, and put the majority level at $g-2s^2/g$. The state at energy $g$ then has minority weight $2s^2/(2s^2+g^2)$, because the norm of $X$ is $\sqrt2\,s$. If the singular values are not at hand, the Frobenius norm is a safe, usually larger, choice for $s$.

## The two weights add to one

The hypothesis `hnorm` is $\|u\|^2+\|d\|^2=1$, the usual normalisation in an orthonormal basis. It turns the comparison of two components into a bound on one of them. The previous estimates combine to
$$g^2\|d\|^2\le\|(E-D)d\|^2=\|X^\dagger u\|^2\le s^2\|u\|^2=s^2\left(1-\|d\|^2\right).$$
Collecting the terms in $\|d\|^2$ gives $(s^2+g^2)\|d\|^2\le s^2$, and division by the positive number $s^2+g^2$ gives the bound.

In `minority_weight_le`, `h1` and `h2` are the gap and coupling estimates. The minority equation makes their middle terms equal, `le_div_iff₀` clears the denominator, and `linarith` does the remaining algebra.

```lean
section Leakage

variable {A : Matrix m m ℂ} {X : Matrix m n ℂ} {D : Matrix n n ℂ}
  {u : m → ℂ} {d : n → ℂ} {E s g : ℝ}

/-- Half-metal leakage: a normalised eigenstate whose energy lies at distance at least `g > 0`
from the spectrum of the Hermitian minority block has minority weight at most
`s ^ 2 / (s ^ 2 + g ^ 2)`, where `s` bounds the operator norm of the spin-orbit coupling. -/
theorem minority_weight_le (hD : D.IsHermitian) (hX : ‖X‖ ≤ s) (hg : 0 < g)
    (hgap : ∀ μ ∈ spectrum ℝ D, g ≤ |E - μ|)
    (h : spinHamiltonian A X D *ᵥ Sum.elim u d = (E : ℂ) • Sum.elim u d)
    (hnorm : weight u + weight d = 1) :
    weight d ≤ s ^ 2 / (s ^ 2 + g ^ 2) := by
  have h1 := gap_bound hD hg.le hgap d
  have h2 := coupling_bound hX u
  rw [minority_equation h] at h1
  rw [show weight u = 1 - weight d by linarith] at h2
  rw [le_div_iff₀ (by positivity)]
  linarith
```

Without normalisation, rescaling an eigenvector with $d\ne0$ makes $\|d\|^2$ as large as one likes. The quantity to bound is then the fraction $\|d\|^2/(\|u\|^2+\|d\|^2)$.

## When all the allowed weight leaks

The chain above begins with $g^2\|d\|^2$ and ends with $s^2(1-\|d\|^2)$. The bound is an equality exactly when these ends agree, which happens exactly when both inequalities between them are equalities:
$$\|(E-D)d\|^2=g^2\|d\|^2,\qquad \|X^\dagger u\|^2=s^2\|u\|^2.$$
By the eigenbasis expansion, the first condition says that $d$ contains only minority levels at distance exactly $g$ from $E$. The second says that the coupling acts on $u$ with the full strength $s$. The proof uses the same two estimates and settles both directions by linear arithmetic.

```lean
/-- Under the conditions of `minority_weight_le`, its bound is an equality exactly when `E - D`
stretches `d` by the factor `g` and the coupling `Xᴴ` stretches `u` by the factor `s`. -/
theorem minority_weight_eq_iff (hD : D.IsHermitian) (hX : ‖X‖ ≤ s) (hg : 0 < g)
    (hgap : ∀ μ ∈ spectrum ℝ D, g ≤ |E - μ|)
    (h : spinHamiltonian A X D *ᵥ Sum.elim u d = (E : ℂ) • Sum.elim u d)
    (hnorm : weight u + weight d = 1) :
    weight d = s ^ 2 / (s ^ 2 + g ^ 2) ↔
      weight ((E : ℂ) • d - D *ᵥ d) = g ^ 2 * weight d ∧
        weight (Xᴴ *ᵥ u) = s ^ 2 * weight u := by
  have hpos : 0 < s ^ 2 + g ^ 2 := by positivity
  have h1 := gap_bound hD hg.le hgap d
  have h2 := coupling_bound hX u
  rw [minority_equation h] at h1 ⊢
  rw [show weight u = 1 - weight d by linarith] at h2 ⊢
  rw [eq_div_iff hpos.ne']
  constructor
  · intro he
    constructor <;> linarith
  · rintro ⟨e1, e2⟩
    linarith
```

The same hypotheses bound the spin polarisation of the state from below:
$$\|u\|^2-\|d\|^2=1-2\|d\|^2\ge1-\frac{2s^2}{s^2+g^2}=\frac{g^2-s^2}{g^2+s^2}.$$
For the illustrative values above, this is about 0.980. The Lean proof substitutes $\|u\|^2=1-\|d\|^2$ into the polarisation, clears the denominators and applies the weight bound.

```lean
/-- Under the conditions of `minority_weight_le`, the spin polarisation of the eigenstate, majority
minus minority weight, is at least `(g ^ 2 - s ^ 2) / (g ^ 2 + s ^ 2)`. -/
theorem polarisation_ge (hD : D.IsHermitian) (hX : ‖X‖ ≤ s) (hg : 0 < g)
    (hgap : ∀ μ ∈ spectrum ℝ D, g ≤ |E - μ|)
    (h : spinHamiltonian A X D *ᵥ Sum.elim u d = (E : ℂ) • Sum.elim u d)
    (hnorm : weight u + weight d = 1) :
    (g ^ 2 - s ^ 2) / (g ^ 2 + s ^ 2) ≤ weight u - weight d := by
  have hw := minority_weight_le hD hX hg hgap h hnorm
  rw [le_div_iff₀ (by positivity)] at hw
  rw [show weight u = 1 - weight d by linarith, div_le_iff₀ (by positivity)]
  linarith

end Leakage
```

## Two levels that satisfy every hypothesis and reach the bound

One orbital per spin is enough for equality. A real number $a$ becomes a one-by-one block, which is Hermitian.

```lean
/-- The one-by-one block with the real entry `a`. -/
def level (a : ℝ) : Matrix (Fin 1) (Fin 1) ℂ := Matrix.diagonal fun _ => (a : ℂ)

/-- A real one-by-one block is Hermitian. -/
theorem level_isHermitian (a : ℝ) : (level a).IsHermitian :=
  Matrix.IsHermitian.ext fun i j => by
    fin_cases i
    fin_cases j
    simp [level]
```

For $s\ge0$ and $g>0$, put the minority level at 0, the majority level at $g-s^2/g$, and the coupling at $s$. The normalised state
$$\begin{pmatrix}u\\d\end{pmatrix}=\frac{1}{\sqrt{s^2+g^2}}\begin{pmatrix}g\\s\end{pmatrix}$$
has energy $g$. Apart from the common factor $1/\sqrt{s^2+g^2}$, the two rows read
$$\left(g-\frac{s^2}{g}\right)g+s\cdot s=g\cdot g,\qquad s\cdot g+0\cdot s=g\cdot s.$$
The distance to the minority level is $g$, the norm of the coupling is $s$, and the minority weight is $s^2/(s^2+g^2)$. At $s=0$ the state is purely majority and the bound is zero.

The theorem lists these properties together. Its proof computes the two weights as `hu` and `hd`, obtains the coupling norm from the formula for diagonal matrices, and checks the two rows as the real identities `h1` and `h2`. The same model shows what `hX` is needed for: if the true coupling exceeds the value used for $s$, the weight exceeds the bound computed from that value.

```lean
/-- For `s ≥ 0` and `g > 0`, the two-level model with majority level `g - s ^ 2 / g`, minority
level `0` and coupling `s` has a normalised eigenstate at energy `g`, at distance `g` from the
minority level, whose minority weight equals `s ^ 2 / (s ^ 2 + g ^ 2)`. -/
theorem two_level_witness {s g : ℝ} (hs : 0 ≤ s) (hg : 0 < g) :
    let u : Fin 1 → ℂ := fun _ => ((g / √(s ^ 2 + g ^ 2) : ℝ) : ℂ)
    let d : Fin 1 → ℂ := fun _ => ((s / √(s ^ 2 + g ^ 2) : ℝ) : ℂ)
    (level (g - s ^ 2 / g)).IsHermitian ∧
    (0 : Matrix (Fin 1) (Fin 1) ℂ).IsHermitian ∧
    ‖level s‖ = s ∧
    (∀ μ ∈ spectrum ℝ (0 : Matrix (Fin 1) (Fin 1) ℂ), |g - μ| = g) ∧
    spinHamiltonian (level (g - s ^ 2 / g)) (level s) 0 *ᵥ Sum.elim u d =
      (g : ℂ) • Sum.elim u d ∧
    weight u + weight d = 1 ∧
    weight d = s ^ 2 / (s ^ 2 + g ^ 2) := by
  intro u d
  have hpos : 0 < s ^ 2 + g ^ 2 := by positivity
  have hw : ∀ r : ℝ, weight (fun _ : Fin 1 => (r : ℂ)) = r ^ 2 := by
    intro r
    simp [weight]
  have hu : weight u = g ^ 2 / (s ^ 2 + g ^ 2) := by
    rw [hw, div_pow, Real.sq_sqrt hpos.le]
  have hd : weight d = s ^ 2 / (s ^ 2 + g ^ 2) := by
    rw [hw, div_pow, Real.sq_sqrt hpos.le]
  refine ⟨level_isHermitian _, Matrix.isHermitian_zero, ?_, ?_, ?_, ?_, hd⟩
  · rw [level, Matrix.l2_opNorm_diagonal, pi_norm_const, Complex.norm_real,
      Real.norm_eq_abs, abs_of_nonneg hs]
  · intro μ hμ
    rw [spectrum.zero_eq, Set.mem_singleton_iff] at hμ
    rw [hμ, sub_zero, abs_of_pos hg]
  · -- the two rows of the eigenvalue equation
    rw [spinHamiltonian, (level_isHermitian s).eq, Matrix.fromBlocks_mulVec,
      Sum.elim_comp_inl, Sum.elim_comp_inr]
    funext i
    rcases i with i | i
    · simp only [Sum.elim_inl, Pi.add_apply, Pi.smul_apply, smul_eq_mul, level,
        Matrix.mulVec_diagonal, u, d]
      have hc : s ^ 2 / g * g = s ^ 2 := div_mul_cancel₀ _ hg.ne'
      have h1 : (g - s ^ 2 / g) * (g / √(s ^ 2 + g ^ 2)) + s * (s / √(s ^ 2 + g ^ 2)) =
          g * (g / √(s ^ 2 + g ^ 2)) := by
        linear_combination (-(1 / √(s ^ 2 + g ^ 2))) * hc
      exact_mod_cast h1
    · simp only [Sum.elim_inr, Pi.smul_apply, smul_eq_mul, level,
        Matrix.mulVec_diagonal, Matrix.zero_mulVec, add_zero, u, d]
      have h2 : s * (g / √(s ^ 2 + g ^ 2)) = g * (s / √(s ^ 2 + g ^ 2)) := by ring
      exact_mod_cast h2
  · rw [hu, hd, ← add_div, add_comm (g ^ 2), div_self hpos.ne']

end

end HalfMetalLeakage
```

```lean
#print axioms HalfMetalLeakage.minority_weight_le
#print axioms HalfMetalLeakage.minority_weight_eq_iff
#print axioms HalfMetalLeakage.polarisation_ge
```

```
'HalfMetalLeakage.minority_weight_le' depends on axioms: [propext, Classical.choice, Quot.sound]
'HalfMetalLeakage.minority_weight_eq_iff' depends on axioms: [propext, Classical.choice, Quot.sound]
'HalfMetalLeakage.polarisation_ge' depends on axioms: [propext, Classical.choice, Quot.sound]
```
